# Factoring vacuum counts out of (2n+1)!! leaves the connected propagator numbers 1, 2, 10, 74, …

Let n be the number of two-body interaction lines in a diagram. Each line has two ends, and each end carries one creator and one annihilator. A propagator diagram has one further creator and annihilator, its external points. Define

N_0 = 1, N_(n+1) = (2n+1) N_n + Σ_(k≤n) N_k N_(n−k),

D_0 = 1, D_(n+1) = (2n+1) D_n.

Here N_n is the number of connected propagator diagrams, those in which every interaction line is linked to the external points; this reading rests on the arguments about diagrams given below, while Lean works with the recursion. D_n = (2n−1)!! is the vacuum count: it adds up the closed diagrams with n interaction lines, connected or not, each weighted by its symmetry factor. By convention (−1)!! = 1. Write E_n = D_(n+1) = (2n+1)!!; it adds up all propagator diagrams with n interaction lines, with or without vacuum parts, each weighted by its symmetry factor. The main theorem says that for every n ≥ 0

(2n+1)!! = Σ_(k≤n) N_k D_(n−k).

All diagrams count with weight +1 before symmetry factors. Fermion signs, spin sums and integrals are absent, and contractions within one interaction are allowed, so Hartree and Fock insertions are included. Within these limits, the numbers N_n can check a program that enumerates connected Feynman diagrams of the one-particle Green's function for electrons with a two-body interaction, provided that the interactions are not time-ordered and that direct and exchange terms are drawn as separate diagrams.

```lean
import Mathlib

open Finset
open scoped Nat

namespace PropagatorDiagramCounting
```

In Lean, N_n is `connectedCount n` and D_n is `vacuumCount n`. Both are natural numbers defined by recursion, and starting `vacuumCount` at 1 avoids the expression 2n−1 at n = 0.

```lean
/-- The numbers `N_n` given by `N_0 = 1` and
`N_(n+1) = (2n+1) N_n + ∑_(k ≤ n) N_k N_(n-k)`. -/
def connectedCount : ℕ → ℕ
  | 0 => 1
  | n + 1 => (2 * n + 1) * connectedCount n +
      ∑ k : Fin (n + 1), connectedCount k * connectedCount (n - k)

/-- The vacuum count `(2n-1)!!`, with value `1` when there are no interaction lines. -/
def vacuumCount : ℕ → ℕ
  | 0 => 1
  | n + 1 => (2 * n + 1) * vacuumCount n
```

The derivation uses the generating series N = Σ N_n Xⁿ, and likewise D and E. The operator θ multiplies the n-th coefficient by n. These are `gen` and `euler`; the coefficients are integers because the argument subtracts series, and the series are formal, so convergence plays no part.

```lean
/-- The generating series of a sequence of diagram counts, graded by interaction order. -/
noncomputable def gen (a : ℕ → ℕ) : PowerSeries ℤ :=
  PowerSeries.mk fun n => (a n : ℤ)

/-- The order-counting operator, which multiplies the `n`-th order coefficient by `n`. -/
noncomputable def euler (F : PowerSeries ℤ) : PowerSeries ℤ :=
  PowerSeries.mk fun n => (n : ℤ) * PowerSeries.coeff n F
```

## The recursion follows the first interaction on the incoming line

The recursion is the assumption built into N_n, and it has a diagrammatic reading. In a connected diagram with n+1 interaction lines, follow the incoming particle line to its first interaction and remove that interaction.

- If the rest is still connected, it is a propagator diagram with n interactions. The far end of the removed line sat on one of its 2n+1 particle lines, which gives (2n+1) N_n.
- If the rest falls into two parts, the far end sat on a separate part without external points. Cutting that part open at the marked place turns it into a second propagator diagram, which gives Σ N_k N_(n−k).

The starting value N_0 = 1 is the bare propagator. At first order the two terms give one Fock and one Hartree diagram.

By hand, the recursion becomes an equation between series. The coefficient of X^(n+1) in N is (2n+1) N_n plus the n-th coefficient of N², so

N = 1 + X(N + 2θN + N²).

The main proof uses exactly this equation, under the name `hN`. Without the quadratic term the recursion would give N_1 = 1, and the factorisation would already fail at n = 1, where 3!! = 3 but N_0 D_1 + N_1 D_0 would be 2. With N_0 = 0 it would fail at n = 0.

The next two theorems restate the recursion with an ordinary sum over k = 0, …, n and evaluate it:

N_1 = 1·1 + 1·1 = 2,

N_2 = 3·2 + (1·2 + 2·1) = 10,

N_3 = 5·10 + (1·10 + 2·2 + 10·1) = 74.

```lean
/-- The recursion for `N_n`, with the sum taken over `k = 0, …, n`. -/
theorem connectedCount_succ (n : ℕ) :
    connectedCount (n + 1) = (2 * n + 1) * connectedCount n +
      ∑ k ∈ range (n + 1), connectedCount k * connectedCount (n - k) := by
  rw [connectedCount, Finset.sum_range]

/-- The values at first, second and third order are `2`, `10` and `74`. -/
theorem connectedCount_values :
    connectedCount 1 = 2 ∧ connectedCount 2 = 10 ∧ connectedCount 3 = 74 := by
  have h0 : connectedCount 0 = 1 := by simp [connectedCount]
  have h1 : connectedCount 1 = 2 := (connectedCount_succ 0).trans (by simp [h0])
  have h2 : connectedCount 2 = 10 :=
    (connectedCount_succ 1).trans (by simp [sum_range_succ, h0, h1])
  exact ⟨h1, h2, (connectedCount_succ 2).trans (by simp [sum_range_succ, h0, h1, h2])⟩
```

## The empty vacuum diagram counts once

The value D_0 = 1 stands for the case in which every interaction line is attached to the propagator and no bubble is left over. For n ≥ 1, D_n is a weighted count: at n = 1 there are two closed diagrams, each with symmetry factor 1/2, and D_1 = 1.

By hand, the definition of D gives three equations. First, D_(n+1) = E_n. Second, E_n = (2n+1) D_n. Third, E_(n+1) = (2n+3) E_n. As series,

D = 1 + XE,

E = D + 2θD,

E = 1 + X(3E + 2θE).

In the main proof these are `hD`, `hT` and `hE`. If (−1)!! were set to 0 while the other double factorials kept their values, the term N_n would disappear from the sum and the identity would read 1 = 0 at n = 0.

The following lemma identifies `vacuumCount (n + 1)` with Mathlib's double factorial `(2 * n + 1)‼`. Its induction step is (2n+3)!! = (2n+3)(2n+1)!!.

```lean
/-- The vacuum count at order `n + 1` is the double factorial `(2n+1)!!`. -/
theorem vacuumCount_succ (n : ℕ) : vacuumCount (n + 1) = (2 * n + 1)‼ := by
  induction n with
  | zero => rfl
  | succ n ih =>
    rw [vacuumCount, ih, show 2 * (n + 1) + 1 = (2 * n + 1) + 2 by ring,
      Nat.doubleFactorial_add_two]
```

## Each interaction raises the order by one

The factor X in front of each bracket records that one more interaction line has been added. It is what makes the factorisation provable order by order. Define the defect

R = ND − E.

Multiply the equation for N by D:

ND = D + X(ND + 2(θN)D + N²D).

From the equations for D and E,

D − E = XE − X(3E + 2θE) = −X(2E + 2θE).

Subtracting E from the equation for ND therefore gives

R = X(ND + 2(θN)D + N²D − 2E − 2θE).

To write the right-hand side in terms of R, use E = D + 2θD in the form

0 = XN(D + 2θD − E),

and add it:

R = X(2ND − 2E + 2(θN)D + 2NθD − 2θE + N²D − NE).

The Leibniz rule θ(ND) = (θN)D + NθD collects the terms into

R = X(2R + 2θR + NR).

The coefficient of X⁰ gives R_0 = 0. At the next orders,

R_(n+1) = (2n+2) R_n + Σ_(k≤n) N_k R_(n−k),

so if R_0, …, R_n vanish, R_(n+1) vanishes too. Hence ND = E, and its n-th coefficient is the claimed identity.

The Leibniz rule is `euler_mul`. In the n-th coefficient of a product the indices satisfy n = i + j, so the factor n splits into i + j term by term.

```lean
/-- The order-counting operator obeys the Leibniz rule. -/
theorem euler_mul (F G : PowerSeries ℤ) :
    euler (F * G) = euler F * G + F * euler G := by
  ext n
  simp only [euler, map_add, PowerSeries.coeff_mk, PowerSeries.coeff_mul, Finset.mul_sum,
    ← Finset.sum_add_distrib]
  refine Finset.sum_congr rfl fun p hp => ?_
  have h : (n : ℤ) = p.1 + p.2 := by exact_mod_cast (mem_antidiagonal.mp hp).symm
  rw [h]
  ring
```

The vanishing argument is `defect_eq_zero`. Its hypothesis `h` is the equation for R, with an arbitrary series F in place of N, and its strong induction is the order-by-order step above. Without the factor X the conclusion is false: for F = −1 every constant series R satisfies R = 2R + 2θR + FR.

```lean
/-- A series that reproduces itself one order higher, in the linear way shown, vanishes. -/
theorem defect_eq_zero (F R : PowerSeries ℤ)
    (h : R = PowerSeries.X * (R + R + euler R + euler R + F * R)) : R = 0 := by
  ext n
  rw [map_zero]
  induction n using Nat.strong_induction_on with
  | _ n ih =>
    cases n with
    | zero => rw [h, PowerSeries.coeff_zero_X_mul]
    | succ n =>
      rw [h, PowerSeries.coeff_succ_X_mul]
      simp only [map_add, PowerSeries.coeff_mul, euler, PowerSeries.coeff_mk]
      rw [ih n (Nat.lt_succ_self n), Finset.sum_eq_zero]
      · simp
      · intro p hp
        have hp' := mem_antidiagonal.mp hp
        rw [ih p.2 (by omega), mul_zero]
```

The main theorem has no hypotheses beyond the definitions and holds for every natural number n. In its proof, the auxiliary statement `step` turns a relation between successive coefficients into an equation F = 1 + XG. The `linear_combination` line then carries out the algebra for R: D times the equation for N, minus the equation for E, plus the equation for D, plus XN times the relation E = D + 2θD. Reading off the n-th coefficient and returning from integers to natural numbers finishes the proof.

```lean
/-- Factorisation of vacuum bubbles: `(2n+1)!!` is the sum over `k ≤ n` of `N_k` times the
vacuum count `(2(n-k)-1)!!` of the remaining `n - k` interaction lines. -/
theorem vacuum_bubbles_factor (n : ℕ) :
    (2 * n + 1)‼ = ∑ k ∈ range (n + 1), connectedCount k * vacuumCount (n - k) := by
  have cg : ∀ (a : ℕ → ℕ) (m : ℕ), PowerSeries.coeff m (gen a) = (a m : ℤ) :=
    fun _ _ => PowerSeries.coeff_mk _ _
  have ce : ∀ (F : PowerSeries ℤ) (m : ℕ),
      PowerSeries.coeff m (euler F) = (m : ℤ) * PowerSeries.coeff m F :=
    fun _ _ => PowerSeries.coeff_mk _ _
  have step : ∀ F G : PowerSeries ℤ, PowerSeries.coeff 0 F = 1 →
      (∀ m, PowerSeries.coeff (m + 1) F = PowerSeries.coeff m G) →
      F = 1 + PowerSeries.X * G := by
    intro F G h0 hs
    ext m
    cases m with
    | zero => simpa using h0
    | succ m =>
      rw [map_add, PowerSeries.coeff_succ_X_mul, hs, PowerSeries.coeff_one]
      simp
  -- the recursions, rewritten as equations between generating series
  have hN := step (gen connectedCount)
    (gen connectedCount + euler (gen connectedCount) + euler (gen connectedCount)
      + gen connectedCount * gen connectedCount)
    ((cg _ 0).trans (by simp [connectedCount])) (fun m => by
      simp only [map_add, PowerSeries.coeff_mul, cg, ce, connectedCount_succ,
        Finset.Nat.sum_antidiagonal_eq_sum_range_succ_mk]
      push_cast
      ring)
  have hD := step (gen vacuumCount) (gen fun m => vacuumCount (m + 1))
    ((cg _ 0).trans (by simp [vacuumCount])) (fun m => by simp only [cg])
  have hT : gen (fun m => vacuumCount (m + 1)) =
      gen vacuumCount + euler (gen vacuumCount) + euler (gen vacuumCount) := by
    ext m
    simp only [map_add, cg, ce, vacuumCount]
    push_cast
    ring
  have hE := step (gen fun m => vacuumCount (m + 1))
    (gen (fun m => vacuumCount (m + 1)) + gen (fun m => vacuumCount (m + 1))
      + gen (fun m => vacuumCount (m + 1)) + euler (gen fun m => vacuumCount (m + 1))
      + euler (gen fun m => vacuumCount (m + 1)))
    ((cg _ 0).trans (by simp [vacuumCount])) (fun m => by
      simp only [map_add, cg, ce, vacuumCount]
      push_cast
      ring)
  have hsub : ∀ F G : PowerSeries ℤ, euler (F - G) = euler F - euler G := by
    intro F G
    ext m
    simp only [map_sub, ce]
    ring
  -- the defect of the factorisation vanishes order by order
  have hz := defect_eq_zero (gen connectedCount)
    (gen connectedCount * gen vacuumCount - gen fun m => vacuumCount (m + 1)) (by
      rw [hsub, euler_mul]
      linear_combination gen vacuumCount * hN - hE + hD
        + PowerSeries.X * gen connectedCount * hT)
  have hn := congrArg (PowerSeries.coeff n) hz
  simp only [map_sub, map_zero, PowerSeries.coeff_mul, cg,
    Finset.Nat.sum_antidiagonal_eq_sum_range_succ_mk, Nat.succ_eq_add_one] at hn
  rw [← vacuumCount_succ]
  apply Nat.cast_injective (R := ℤ)
  push_cast
  linarith
```

At n = 3 the theorem can be followed with numbers. The vacuum counts are D_0, D_1, D_2, D_3 = 1, 1, 3, 15, and

N_0 D_3 + N_1 D_2 + N_2 D_1 + N_3 D_0 = 15 + 6 + 10 + 74 = 105 = 7!!.

Of the total 105, connected diagrams supply 74, and the other 31 come from terms with at least one interaction line in a vacuum part.

## Labelled contractions split at every order

The numbers N_n can also be obtained by counting Wick contractions. Label the n interaction lines and their ends. There are then (2n+1)! ways to pair 2n+1 creators with 2n+1 annihilators. Let c_k be the number of contractions of k labelled lines and the external pair in which every line is connected to the external points. In a general contraction, choose the k lines attached to the propagator, contract them in one of c_k ways, and contract the remaining operators freely:

(2n+1)! = Σ_(k≤n) C(n,k) c_k (2(n−k))!,

where C(n,k) is the binomial coefficient. This splitting is an argument about diagrams; the Lean theorem takes the resulting equation as its hypothesis `h` and contains no type of diagrams or field operators.

The numbers 2^k k! N_k satisfy the same equation. To see this, start from

(2n)! = 2ⁿ n! D_n.

It holds at n = 0, and passing to n+1 multiplies the left side by (2n+2)(2n+1) and the right side by 2(n+1)(2n+1), which are equal.

```lean
/-- The `(2n)!` contractions of `2n` creators with `2n` annihilators are `2^n n!` times
the vacuum count. -/
theorem factorial_two_mul (n : ℕ) : (2 * n)! = 2 ^ n * n ! * vacuumCount n := by
  induction n with
  | zero => simp [vacuumCount]
  | succ n ih =>
    rw [show 2 * (n + 1) = 2 * n + 1 + 1 by ring, Nat.factorial_succ (2 * n + 1),
      Nat.factorial_succ (2 * n), ih, Nat.factorial_succ n, vacuumCount, pow_succ]
    ring
```

Multiplying by 2n+1 gives (2n+1)! = 2ⁿ n! (2n+1)!!. Insert the main theorem, and split the prefactor as

2ⁿ n! = C(n,k) · 2^k k! · 2^(n−k) (n−k)!.

The last factor combines with D_(n−k) to give (2(n−k))!, so

(2n+1)! = Σ_(k≤n) C(n,k) (2^k k! N_k) (2(n−k))!.

At n = 2 this reads 24 + 2·4·2 + 80 = 120. The Lean proof makes the same substitutions term by term.

```lean
/-- Factorisation with labelled interaction lines: `(2n+1)!` is the sum over the choices of
`k` lines out of `n`, weighted by `2^k k! N_k` and by `(2(n-k))!` for the other lines. -/
theorem labelled_factorisation (n : ℕ) :
    (2 * n + 1)! = ∑ k ∈ range (n + 1),
      n.choose k * (2 ^ k * k ! * connectedCount k) * (2 * (n - k))! := by
  have e : (2 * n + 1)! = 2 ^ n * n ! * (2 * n + 1)‼ := by
    rw [← vacuumCount_succ, Nat.factorial_succ, factorial_two_mul, vacuumCount]
    ring
  rw [e, vacuum_bubbles_factor, Finset.mul_sum]
  refine Finset.sum_congr rfl fun k hk => ?_
  have hk' : k ≤ n := by
    have := mem_range.mp hk
    omega
  have c := Nat.choose_mul_factorial_mul_factorial hk'
  have p : 2 ^ n = 2 ^ k * 2 ^ (n - k) := by rw [← pow_add, Nat.add_sub_cancel' hk']
  rw [factorial_two_mul (n - k), ← c, p]
  ring
```

For the converse, compare this equation with the one for c. If c_k = 2^k k! N_k for all k < n, the two sums agree in every term except k = n. There the binomial coefficient and the factorial 0! are both 1, so what remains is

c_n = 2ⁿ n! N_n.

In Lean, `Finset.sum_range_succ` separates the top term, the induction hypothesis identifies the lower sums, and `Nat.add_left_cancel` removes them. The hypothesis is used at every order up to n. If it is known only up to order m, it fixes c_0, …, c_m and says nothing about c_(m+1).

The factor 2ⁿ n! has a direct meaning: it counts the ways to permute the n lines and exchange the two ends of each. A connected propagator diagram has no symmetry that keeps its external points fixed, because following the lines from the incoming point determines where every part must go. Each unlabelled diagram therefore arises from 2ⁿ n! labelled contractions, and dividing c_n by this factor gives the diagram count N_n.

```lean
/-- Converse: any sequence `c` that satisfies the labelled factorisation at every order
is `c_n = 2^n n! N_n`. -/
theorem labelled_count_unique (c : ℕ → ℕ)
    (h : ∀ n, (2 * n + 1)! = ∑ k ∈ range (n + 1), n.choose k * c k * (2 * (n - k))!)
    (n : ℕ) : c n = 2 ^ n * n ! * connectedCount n := by
  induction n using Nat.strong_induction_on with
  | _ n ih =>
    have a := h n
    have b := labelled_factorisation n
    rw [Finset.sum_range_succ] at a b
    -- all lower orders agree, so the top terms agree
    have s : ∑ k ∈ range n, n.choose k * c k * (2 * (n - k))! =
        ∑ k ∈ range n, n.choose k * (2 ^ k * k ! * connectedCount k) * (2 * (n - k))! :=
      Finset.sum_congr rfl fun k hk => by rw [ih k (mem_range.mp hk)]
    rw [s] at a
    have t := Nat.add_left_cancel (a.symm.trans b)
    simpa only [Nat.choose_self, Nat.sub_self, mul_zero, Nat.factorial_zero, one_mul,
      mul_one] using t

end PropagatorDiagramCounting
```

```lean
#print axioms PropagatorDiagramCounting.connectedCount_values
#print axioms PropagatorDiagramCounting.vacuum_bubbles_factor
#print axioms PropagatorDiagramCounting.labelled_count_unique
```

```
'PropagatorDiagramCounting.connectedCount_values' depends on axioms: [propext, Classical.choice, Quot.sound]
'PropagatorDiagramCounting.vacuum_bubbles_factor' depends on axioms: [propext, Classical.choice, Quot.sound]
'PropagatorDiagramCounting.labelled_count_unique' depends on axioms: [propext, Classical.choice, Quot.sound]
```
